# Least-squares elemental reference energies are unique exactly when the stoichiometry columns are linearly independent

Q: Before I compute formation enthalpies for a phase diagram, I fit the elemental reference energies. I take compounds with a calculated total energy and a measured formation enthalpy, subtract the second from the first, and look for one energy per element whose stoichiometric sums reproduce the differences. The solver always returns numbers. When are they the only ones that minimise the squared error?

A: When the columns of the stoichiometry matrix are linearly independent, and only then. Let $A_{ij}$ be the number of atoms of element $j$ in a formula unit of compound $i$, let $b_i$ be your difference for that compound, also per formula unit, and let $x_j$ be the reference energy of element $j$. The fit minimises the misfit
$$M(x)=\sum_i \big((Ax)_i-b_i\big)^2 .$$
The values of $b$ play no part in the uniqueness question.

Q: Show me by hand first. I would set the gradient to zero.

A: An exact expansion does that and also settles whether a stationary point is a minimum. Shift the references by $d$ and write $r=Ax-b$ for the residual. Then
$$M(x+d)=\sum_i\big(r_i+(Ad)_i\big)^2=M(x)+2\sum_i (Ad)_i r_i+\sum_i (Ad)_i^2 .$$
The middle sum is $\sum_i\sum_j A_{ij}d_j r_i=d\cdot A^Tr$. With $g=A^Tr$, which is half the gradient,
$$M(x+d)=M(x)+2\,d\cdot g+|Ad|^2 .$$
If $g=0$, no shift lowers the misfit, so $x$ is a global minimiser. Conversely, let $x$ be a minimiser and take $d=tg$ with $t$ real. Then
$$0\le |Ag|^2t^2+2|g|^2t\quad\text{for all } t .$$
If $|Ag|^2>0$, a quadratic that is never negative has discriminant at most zero, so $4|g|^4\le 0$. If $|Ag|^2=0$, what remains is a straight line through the origin that is never negative, and its slope must vanish. Either way $g=0$. Written out, $A^T(Ax-b)=0$ is the system of normal equations
$$A^TA\,x=A^Tb .$$

Q: That characterises a minimiser. It doesn't tell me that there is one when $A^TA$ is singular.

A: There is always one. Every vector $A^TAx$ lies in the range of $A^T$. If $A^TAv=0$, then $|Av|^2=v\cdot A^TAv=0$, so $A^TA$ and $A$ have the same kernel, and by rank–nullity the same rank, which is also the rank of $A^T$. One range contains the other and their dimensions agree, so they are equal. Hence $A^Tb$ is in the range of $A^TA$, and the normal equations have a solution.

For uniqueness, let $x$ and $y$ both be minimisers. The expansion with $d=y-x$ and $g=0$ gives $M(y)=M(x)+|A(y-x)|^2$. The two misfits are equal, so $Ay=Ax$. Conversely, if $Ay=Ax$, the misfits are equal and $y$ is a minimiser too. The minimisers are therefore $x$ plus the kernel of $A$, and there is just one exactly when that kernel is zero, which says that the columns are independent. In that case $A^TA$ is square with zero kernel, hence invertible, and $x=(A^TA)^{-1}A^Tb$.

Q: What does this look like in the smallest case?

A: Take one element, so that $A$ is a single column $a$. If $a\neq0$, the unique fit is $x=\sum_i a_ib_i/\sum_i a_i^2$. If $a=0$, the element occurs in no compound and every $x$ fits equally well. With no compounds at all, the misfit is zero for every choice of references, and nothing is determined as long as there is an element to fit.

Q: Now the formal version. I suspect it of being about abstract matrices and not about my compounds.

A: It is about any real matrix, and yours is one of them. The index types `m` and `n` stand for the compounds and the elements. Both are finite, and nothing is assumed about which is larger.

In Lean 4 with Mathlib:

```lean
import Mathlib

open Matrix

namespace ElementalReferenceFit

variable {m n : Type*} [Fintype m] [Fintype n]
```

The misfit is the sum above, with `A *ᵥ x` for the matrix–vector product.

```lean
/-- The sum of squared deviations between the stoichiometric sums `A x` of the reference energies
`x` and the data `b` (calculated total energy minus measured formation enthalpy); rows of `A` are
compounds, columns are elements. -/
def misfit (A : Matrix m n ℝ) (b : m → ℝ) (x : n → ℝ) : ℝ :=
  ∑ i, ((A *ᵥ x) i - b i) ^ 2
```

Q: My textbook minimises $\|Ax-b\|^2$. Why is there no norm?

A: Writing out the squares fixes the Euclidean meaning. On plain functions `m → ℝ`, Mathlib's default norm is the largest absolute component, and minimising that is a different fit.

```lean
/-- The reference energies `x` are a least-squares fit: no other choice has a smaller misfit. -/
def IsFit (A : Matrix m n ℝ) (b : m → ℝ) (x : n → ℝ) : Prop :=
  ∀ y, misfit A b x ≤ misfit A b y
```

`IsFit` compares $x$ with every other real vector $y$. It is global minimality, not stationarity, so the normal equations have to be derived and are not built into the definition.

Q: You count every compound once, per formula unit. I might prefer errors per atom.

A: That is another way to model the fit: give compound $i$ a weight $w_i>0$ and minimise $\sum_i w_i((Ax)_i-b_i)^2$. Errors per atom correspond to $w_i=1/N_i^2$, with $N_i$ the number of atoms in the formula unit. This amounts to multiplying row $i$ of $A$ and the entry $b_i$ by $\sqrt{w_i}$. The fitted energies change in general, but the kernel of $A$ doesn't, so the uniqueness criterion stays the same.

Q: Fine. Where is the expansion?

A: It is the first theorem. The dot product `⬝ᵥ` carries the linear term. The step `h` moves the transpose across, as we did with the double sum, and `ring` then checks the identity for each compound.

```lean
/-- The exact change of the misfit when the reference energies are shifted by `d`: a term linear
in `d` and a sum of squares. -/
theorem misfit_add (A : Matrix m n ℝ) (b : m → ℝ) (x d : n → ℝ) :
    misfit A b (x + d) = misfit A b x + 2 * (d ⬝ᵥ (Aᵀ *ᵥ (A *ᵥ x - b)))
      + ∑ i, ((A *ᵥ d) i) ^ 2 := by
  have h : d ⬝ᵥ (Aᵀ *ᵥ (A *ᵥ x - b)) = ∑ i, (A *ᵥ d) i * ((A *ᵥ x) i - b i) := by
    rw [Matrix.dotProduct_mulVec, Matrix.vecMul_transpose]
    rfl
  rw [h]
  simp only [misfit, Matrix.mulVec_add, Pi.add_apply, Finset.mul_sum,
    ← Finset.sum_add_distrib]
  exact Finset.sum_congr rfl fun i _ => by ring
```

The next theorem is the equivalence of minimality and $g=0$. In the forward direction, `hq` is the nonnegative quadratic in the step $t$, obtained by putting `t • g` into the expansion. The lemma `discrim_le_zero` also covers a vanishing leading coefficient, so the two cases we separated by hand become one. From $(g\cdot g)^2=0$ it follows that $g=0$. The reverse direction uses the shift `y - x` and the nonnegativity of the sum of squares.

```lean
/-- Reference energies are a least-squares fit exactly when the residual is orthogonal to every
column of the stoichiometry matrix. -/
theorem isFit_iff_residual (A : Matrix m n ℝ) (b : m → ℝ) (x : n → ℝ) :
    IsFit A b x ↔ Aᵀ *ᵥ (A *ᵥ x - b) = 0 := by
  constructor
  · intro h
    obtain ⟨g, hg⟩ : ∃ g, g = Aᵀ *ᵥ (A *ᵥ x - b) := ⟨_, rfl⟩
    -- along the direction `g` the misfit change is a nonnegative quadratic in the step `t`
    have hq : ∀ t : ℝ,
        0 ≤ (∑ i, ((A *ᵥ g) i) ^ 2) * (t * t) + (2 * (g ⬝ᵥ g)) * t + 0 := by
      intro t
      have e := misfit_add A b x (t • g)
      rw [← hg] at e
      simp only [smul_dotProduct, Matrix.mulVec_smul, Pi.smul_apply, smul_eq_mul, mul_pow,
        ← Finset.mul_sum] at e
      have h1 := h (x + t • g)
      linarith
    -- its discriminant forces the slope to vanish
    have hd := discrim_le_zero hq
    unfold discrim at hd
    have h0 : (g ⬝ᵥ g) ^ 2 = 0 := le_antisymm (by linarith) (sq_nonneg _)
    rw [← hg]
    exact dotProduct_self_eq_zero.1 (pow_eq_zero_iff two_ne_zero |>.1 h0)
  · intro h y
    have e := misfit_add A b x (y - x)
    rw [h, dotProduct_zero, add_sub_cancel] at e
    have hs : 0 ≤ ∑ i, ((A *ᵥ (y - x)) i) ^ 2 := Finset.sum_nonneg fun i _ => sq_nonneg _
    linarith
```

Distributing $A^T$ over the difference turns this into the normal equations.

```lean
/-- Reference energies minimise the squared misfit if and only if they solve the normal
equations `AᵀA x = Aᵀb`. -/
theorem isFit_iff_normal_equations (A : Matrix m n ℝ) (b : m → ℝ) (x : n → ℝ) :
    IsFit A b x ↔ (Aᵀ * A) *ᵥ x = Aᵀ *ᵥ b := by
  rw [isFit_iff_residual, Matrix.mulVec_sub, Matrix.mulVec_mulVec, sub_eq_zero]
```

Q: And existence, with no condition on $A$?

A: With none. The proof is the range argument: `hle` is the inclusion, `heq` upgrades it to equality because the ranks agree, and `hb` places $A^Tb$ in the range of $A^TA$.

```lean
/-- A least-squares fit of the reference energies exists for every stoichiometry matrix `A` and all
data `b`. -/
theorem exists_isFit (A : Matrix m n ℝ) (b : m → ℝ) : ∃ x, IsFit A b x := by
  classical
  -- `AᵀA` and `Aᵀ` have the same range, because their ranks agree
  have hle : LinearMap.range (Aᵀ * A).mulVecLin ≤ LinearMap.range Aᵀ.mulVecLin := by
    rintro _ ⟨x, rfl⟩
    exact ⟨A *ᵥ x, by simp⟩
  have heq := Submodule.eq_of_le_of_finrank_eq hle (by
    change (Aᵀ * A).rank = Aᵀ.rank
    rw [Matrix.rank_transpose_mul_self, Matrix.rank_transpose])
  have hb : Aᵀ *ᵥ b ∈ LinearMap.range (Aᵀ * A).mulVecLin := by
    rw [heq]
    exact ⟨b, rfl⟩
  obtain ⟨x, hx⟩ := hb
  exact ⟨x, (isFit_iff_normal_equations A b x).2 hx⟩
```

Q: Suppose my fit is not unique. Are its predictions worthless?

A: Not for the compounds in the data set. Any two fits give the same $Ax$, and hence the same fitted formation enthalpies for those compounds. What remains open is how the energy is divided among the elements.

```lean
/-- Given one fit `x`, a set `y` of reference energies is a fit exactly when it gives the same
stoichiometric sum as `x` for every compound in the data set. -/
theorem isFit_iff_same_enthalpies {A : Matrix m n ℝ} {b : m → ℝ} {x : n → ℝ}
    (hx : IsFit A b x) (y : n → ℝ) : IsFit A b y ↔ A *ᵥ y = A *ᵥ x := by
  constructor
  · intro hy
    have e := misfit_add A b x (y - x)
    rw [(isFit_iff_residual A b x).1 hx, dotProduct_zero, add_sub_cancel] at e
    have hyx := hy x
    have hs : ∑ i, ((A *ᵥ (y - x)) i) ^ 2 = 0 :=
      le_antisymm (by linarith) (Finset.sum_nonneg fun i _ => sq_nonneg _)
    -- a vanishing sum of squares vanishes term by term
    have hz := (Finset.sum_eq_zero_iff_of_nonneg fun i _ => sq_nonneg _).1 hs
    rw [← sub_eq_zero, ← Matrix.mulVec_sub]
    funext i
    exact (pow_eq_zero_iff two_ne_zero).1 (hz i (Finset.mem_univ i))
  · intro h z
    have e : misfit A b y = misfit A b x := by simp only [misfit, h]
    rw [e]
    exact hx z
```

The forward direction is the expansion between two fits: the sum of squares `hs` is zero, so each of its terms is zero. The backward direction notes that equal values of $Ax$ give equal misfits.

Q: So the criterion should follow quickly.

A: It does. `∃!` means that there is exactly one fit, and `LinearIndependent ℝ A.col` is independence of the columns over the reals, which the proof first rewrites as injectivity of $x\mapsto Ax$. If the fit $x$ is unique and $Au=Av$, then $x+(u-v)$ is also a fit, so $u=v$. If the map is injective, existence supplies one fit and equal compound values exclude a second.

```lean
/-- The fitted reference energies are unique exactly when the columns of the stoichiometry
matrix are linearly independent. -/
theorem existsUnique_isFit_iff (A : Matrix m n ℝ) (b : m → ℝ) :
    (∃! x, IsFit A b x) ↔ LinearIndependent ℝ A.col := by
  rw [← Matrix.mulVec_injective_iff]
  constructor
  · rintro ⟨x, hx, hu⟩ u v huv
    have huv' : A *ᵥ u = A *ᵥ v := huv
    -- shifting the fit by `u - v` gives another fit
    have h : IsFit A b (x + (u - v)) := (isFit_iff_same_enthalpies hx _).2 (by
      rw [Matrix.mulVec_add, Matrix.mulVec_sub, huv', sub_self, add_zero])
    have h2 : x + (u - v) = x := hu _ h
    exact sub_eq_zero.1 (add_left_cancel (h2.trans (add_zero x).symm))
  · intro hinj
    obtain ⟨x, hx⟩ := exists_isFit A b
    exact ⟨x, hx, fun y hy => hinj ((isFit_iff_same_enthalpies hx y).1 hy)⟩
```

Q: Does that make my fit well posed in the numerical sense?

A: It settles existence and uniqueness in exact arithmetic. It puts no bound on how strongly errors in $b$ are amplified when the columns are nearly dependent. Nor does it say that the fitted energies are accurate, or that a linear correction per element is a good model of the error in your functional.

Q: And the closed formula?

A: It needs independent columns as a hypothesis. The proof shows that $A^TA$ is injective by a small device: if $A^TAu=A^TAv$, then $u$ and $v$ both fit the artificial data $Av$, so $Au=Av$ and therefore $u=v$. A square injective matrix has an invertible determinant, `hdet`, and multiplying by the inverse in either direction gives the equivalence.

```lean
/-- For linearly independent columns the fitted reference energies are given by
`(AᵀA)⁻¹ Aᵀ b`. -/
theorem isFit_iff_eq_formula [DecidableEq n] (A : Matrix m n ℝ) (b : m → ℝ)
    (hA : LinearIndependent ℝ A.col) (x : n → ℝ) :
    IsFit A b x ↔ x = (Aᵀ * A)⁻¹ *ᵥ (Aᵀ *ᵥ b) := by
  have hinj : Function.Injective (Aᵀ * A).mulVec := by
    intro u v huv
    have huv' : (Aᵀ * A) *ᵥ u = (Aᵀ * A) *ᵥ v := huv
    -- `u` and `v` both fit the artificial data `A v`
    have hv : IsFit A (A *ᵥ v) v :=
      (isFit_iff_normal_equations A _ v).2 (Matrix.mulVec_mulVec _ _ _).symm
    have hu : IsFit A (A *ᵥ v) u :=
      (isFit_iff_normal_equations A _ u).2 (huv'.trans (Matrix.mulVec_mulVec _ _ _).symm)
    exact Matrix.mulVec_injective_iff.2 hA ((isFit_iff_same_enthalpies hv u).1 hu)
  have hdet : IsUnit (Aᵀ * A).det :=
    (Matrix.isUnit_iff_isUnit_det _).1 (Matrix.mulVec_injective_iff_isUnit.1 hinj)
  rw [isFit_iff_normal_equations]
  constructor
  · intro h
    rw [← h, Matrix.mulVec_mulVec, Matrix.nonsing_inv_mul _ hdet, Matrix.one_mulVec]
  · intro h
    rw [h, Matrix.mulVec_mulVec, Matrix.mul_nonsing_inv _ hdet, Matrix.one_mulVec]
```

Q: In practice I have more compounds than elements. Surely the columns are then independent.

A: The number of compounds doesn't guarantee it. Suppose that each element $j$ has one fixed oxidation number $q_j$ throughout the data set, not all of them zero, and that every compound is charge neutral. Neutrality of compound $i$ reads $\sum_jA_{ij}q_j=0$, so $Aq=0$. The references can then be shifted by any multiple of $q$ without changing a single fitted enthalpy.

```lean
/-- If all compounds are charge neutral for one fixed nonzero assignment `q` of oxidation numbers
to the elements, the fitted reference energies are not unique. -/
theorem not_unique_of_charge_neutral (A : Matrix m n ℝ) (b : m → ℝ) (q : n → ℝ)
    (hq : q ≠ 0) (hA : A *ᵥ q = 0) : ¬ ∃! x, IsFit A b x := by
  rw [existsUnique_isFit_iff, ← Matrix.mulVec_injective_iff]
  intro hinj
  exact hq (hinj (hA.trans (Matrix.mulVec_zero A).symm))
```

The hypothesis `hA` is that neutrality condition. It is assumed of the data set, and it stands for the chemistry of ionic compounds in which no element changes its oxidation state. The proof is short: $A$ sends both $q$ and $0$ to zero, so injectivity would force $q=0$, against `hq`.

Q: Does this matter for defects, or only for tables of enthalpies?

A: It can matter wherever a single reference enters alone. The formation energy of a chlorine vacancy contains the chlorine chemical potential, and if its elemental limit is taken from a linear least-squares fit to finitely many compounds, an undetermined shift along $q$ moves that limit whenever $q_{\mathrm{Cl}}\neq0$.

Q: Give me a case with as many compounds as elements.

A: Take NaCl, MgCl₂ and NaMgCl₃, with the columns in the order Na, Mg, Cl:
$$A=\begin{pmatrix}1&0&1\\0&1&2\\1&1&3\end{pmatrix},\qquad q=\begin{pmatrix}1\\2\\-1\end{pmatrix}.$$
The three components of $Aq$ are $1-1$, $2-2$ and $1+2-3$, all zero. Raising the references of Na by $t$ and of Mg by $2t$ while lowering that of Cl by $t$ leaves all three fitted values unchanged. The theorem states the failure of uniqueness for every `b`, so better enthalpies for these three compounds can't repair it. Its proof supplies $q$, checks that its first entry is nonzero, and evaluates the three rows.

```lean
/-- The compounds NaCl, MgCl₂ and NaMgCl₃ (columns Na, Mg, Cl) do not determine the three elemental
reference energies, whatever the data `b`. -/
theorem chlorides_not_unique (b : Fin 3 → ℝ) :
    ¬ ∃! x, IsFit !![1, 0, 1; 0, 1, 2; 1, 1, 3] b x := by
  -- oxidation numbers +1, +2, -1
  apply not_unique_of_charge_neutral _ b ![1, 2, -1]
  · intro h
    have h0 := congrFun h 0
    norm_num at h0
  · funext i
    fin_cases i <;> norm_num [Matrix.mulVec, dotProduct, Fin.sum_univ_succ]

end ElementalReferenceFit
```

```lean
#print axioms ElementalReferenceFit.existsUnique_isFit_iff
#print axioms ElementalReferenceFit.isFit_iff_eq_formula
#print axioms ElementalReferenceFit.chlorides_not_unique
```

```
'ElementalReferenceFit.existsUnique_isFit_iff' depends on axioms: [propext, Classical.choice, Quot.sound]
'ElementalReferenceFit.isFit_iff_eq_formula' depends on axioms: [propext, Classical.choice, Quot.sound]
'ElementalReferenceFit.chlorides_not_unique' depends on axioms: [propext, Classical.choice, Quot.sound]
```
